# Decimation preserves the form of the layer equations on every \(2^n\)-th layer if the bulk inverses exist

If the layers of a semi-infinite crystal are eliminated one at a time from the surface down, \(n\) steps reach only layer \(n\), and cutting the crystal off there creates a second, artificial surface. Eliminating every second layer instead reaches layer \(2^n\) in \(n\) steps. If only neighbouring layers couple, the couplings are the same between every two neighbours, and all layers below the surface are identical, the equations keep their form, provided that the energy minus the current bulk block is invertible at each step.

In Lean 4 with Mathlib:

```lean
import Mathlib

namespace SurfaceDecimation

variable {R M : Type*} [Ring R] [AddCommGroup M] [Module R M]

/-- The blocks of a semi-infinite layered chain: surface block `s`, bulk block `e`,
coupling `a` to the next deeper layer and coupling `b` to the layer above. -/
structure Chain (R : Type*) where
  s : R
  e : R
  a : R
  b : R

/-- The propagator `g = (z - e)⁻¹` of an isolated bulk layer, meant for invertible `z - e`. -/
noncomputable def bulkGreen (z : R) (h : Chain R) : R := Ring.inverse (z - h.e)

/-- One renormalisation step: every second layer is eliminated and its effect is absorbed in new
blocks. It is meant for chains with `z - e` invertible. -/
noncomputable def decimate (z : R) (h : Chain R) : Chain R where
  s := h.s + h.a * bulkGreen z h * h.b
  e := h.e + h.a * bulkGreen z h * h.b + h.b * bulkGreen z h * h.a
  a := h.a * bulkGreen z h * h.a
  b := h.b * bulkGreen z h * h.b

/-- The layer amplitudes `p` obey the equations of the chain `h` at energy `z`, with a
source `c` on the surface layer. -/
def Solves (z : R) (h : Chain R) (c : M) (p : ℕ → M) : Prop :=
  (z - h.s) • p 0 = c + h.a • p 1 ∧
    ∀ k, (z - h.e) • p (k + 1) = h.b • p k + h.a • p (k + 2)

/-- If `z - e` is invertible, the chain equations hold exactly when the even layers solve the
decimated chain and each odd layer is the bulk response to its two neighbours. -/
theorem solves_decimate_iff {z : R} {h : Chain R} {c : M} {p : ℕ → M}
    (hu : IsUnit (z - h.e)) :
    Solves z h c p ↔ Solves z (decimate z h) c (fun k => p (2 * k)) ∧
      ∀ k, p (2 * k + 1) = bulkGreen z h • (h.b • p (2 * k) + h.a • p (2 * k + 2)) := by
  have hg : bulkGreen z h * (z - h.e) = 1 := Ring.inverse_mul_cancel _ hu
  have hg' : (z - h.e) * bulkGreen z h = 1 := Ring.mul_inverse_cancel _ hu
  constructor
  · intro hp
    -- solve the odd equations for the odd layers
    have odd : ∀ k, p (2 * k + 1)
        = bulkGreen z h • (h.b • p (2 * k) + h.a • p (2 * k + 2)) := by
      intro k
      rw [← hp.2 (2 * k), smul_smul, hg, one_smul]
    refine ⟨⟨?_, fun k => ?_⟩, odd⟩
    · have o : p 1 = bulkGreen z h • (h.b • p 0 + h.a • p 2) := odd 0
      have h0 := hp.1
      rw [o] at h0
      change (z - (decimate z h).s) • p 0 = c + (decimate z h).a • p 2
      simp only [decimate, sub_smul, add_smul, smul_add, smul_smul, mul_assoc] at h0 ⊢
      linear_combination (norm := abel) h0
    · have o : p (2 * k + 3)
          = bulkGreen z h • (h.b • p (2 * k + 2) + h.a • p (2 * k + 4)) := odd (k + 1)
      have h1 : (z - h.e) • p (2 * k + 2) = h.b • p (2 * k + 1) + h.a • p (2 * k + 3) :=
        hp.2 (2 * k + 1)
      rw [odd k, o] at h1
      change (z - (decimate z h).e) • p (2 * k + 2)
        = (decimate z h).b • p (2 * k) + (decimate z h).a • p (2 * k + 4)
      simp only [decimate, sub_smul, add_smul, smul_add, smul_smul, mul_assoc] at h1 ⊢
      linear_combination (norm := abel) h1
  · rintro ⟨⟨h0, hk⟩, odd⟩
    refine ⟨?_, fun j => ?_⟩
    · have o : p 1 = bulkGreen z h • (h.b • p 0 + h.a • p 2) := odd 0
      have h1 : (z - (decimate z h).s) • p 0 = c + (decimate z h).a • p 2 := h0
      rw [o]
      simp only [decimate, sub_smul, add_smul, smul_add, smul_smul, mul_assoc] at h1 ⊢
      linear_combination (norm := abel) h1
    · rcases Nat.even_or_odd' j with ⟨k, rfl | rfl⟩
      · rw [odd k, smul_smul, hg', one_smul]
      · have o : p (2 * k + 3)
            = bulkGreen z h • (h.b • p (2 * k + 2) + h.a • p (2 * k + 4)) := odd (k + 1)
        have h1 : (z - (decimate z h).e) • p (2 * k + 2)
          = (decimate z h).b • p (2 * k) + (decimate z h).a • p (2 * k + 4) := hk k
        change (z - h.e) • p (2 * k + 2) = h.b • p (2 * k + 1) + h.a • p (2 * k + 3)
        rw [odd k, o]
        simp only [decimate, sub_smul, add_smul, smul_add, smul_smul, mul_assoc] at h1 ⊢
        linear_combination (norm := abel) h1

/-- If the bulk inverse exists at each of the first `n` steps, the layers `p (2 ^ n * k)` obey
the equations of the `n` times decimated chain, with the same surface source. -/
theorem solves_iterate {z : R} {h : Chain R} {c : M} {p : ℕ → M} (n : ℕ)
    (hu : ∀ m < n, IsUnit (z - ((decimate z)^[m] h).e)) (hp : Solves z h c p) :
    Solves z ((decimate z)^[n] h) c (fun k => p (2 ^ n * k)) := by
  induction n with
  | zero => simpa using hp
  | succ n ih =>
    have h1 := ((solves_decimate_iff (hu n (by omega))).1
      (ih fun m hm => hu m (by omega))).1
    have e : (fun k => p (2 ^ (n + 1) * k)) = fun k => p (2 ^ n * (2 * k)) := by
      funext k
      congr 1
      ring
    rw [Function.iterate_succ_apply', e]
    exact h1

/-- If `z - e` is invertible, each solution of the decimated chain is the even part of exactly
one solution of the original chain. -/
theorem existsUnique_refine {z : R} {h : Chain R} {c : M} {q : ℕ → M}
    (hu : IsUnit (z - h.e)) (hq : Solves z (decimate z h) c q) :
    ∃! p : ℕ → M, Solves z h c p ∧ ∀ k, p (2 * k) = q k := by
  -- interleave the given layers with the reconstructed ones
  obtain ⟨p, hev, hodd⟩ : ∃ p : ℕ → M, (∀ k, p (2 * k) = q k) ∧
      ∀ k, p (2 * k + 1) = bulkGreen z h • (h.b • q k + h.a • q (k + 1)) := by
    refine ⟨fun j => if j % 2 = 0 then q (j / 2) else
      bulkGreen z h • (h.b • q (j / 2) + h.a • q (j / 2 + 1)), fun k => ?_, fun k => ?_⟩
    · have h1 : 2 * k % 2 = 0 := by omega
      have h2 : 2 * k / 2 = k := by omega
      beta_reduce
      rw [if_pos h1, h2]
    · have h1 : ¬ (2 * k + 1) % 2 = 0 := by omega
      have h2 : (2 * k + 1) / 2 = k := by omega
      beta_reduce
      rw [if_neg h1, h2]
  refine ⟨p, ⟨(solves_decimate_iff hu).2 ⟨?_, fun k => ?_⟩, hev⟩, ?_⟩
  · rw [show (fun k => p (2 * k)) = q from funext hev]
    exact hq
  · rw [hodd k, hev k, show p (2 * k + 2) = q (k + 1) from hev (k + 1)]
  · rintro p' ⟨hp', hev'⟩
    have o := ((solves_decimate_iff hu).1 hp').2
    funext j
    rcases Nat.even_or_odd' j with ⟨k, rfl | rfl⟩
    · rw [hev k, hev' k]
    · rw [hodd k, o k, hev' k, show p' (2 * k + 2) = q (k + 1) from hev' (k + 1)]

/-- If the bulk inverse exists at each of the first `n` steps, each solution of the `n` times
decimated chain extends to exactly one solution of the original chain. -/
theorem existsUnique_extension {z : R} {h : Chain R} {c : M} {q : ℕ → M} (n : ℕ)
    (hu : ∀ m < n, IsUnit (z - ((decimate z)^[m] h).e))
    (hq : Solves z ((decimate z)^[n] h) c q) :
    ∃! p : ℕ → M, Solves z h c p ∧ ∀ k, p (2 ^ n * k) = q k := by
  induction n generalizing q with
  | zero =>
    exact ⟨q, ⟨hq, fun k => by simp⟩, fun p' hp' => funext fun k => by simpa using hp'.2 k⟩
  | succ n ih =>
    have hu' : ∀ m < n, IsUnit (z - ((decimate z)^[m] h).e) := fun m hm => hu m (by omega)
    have e : ∀ k, 2 ^ (n + 1) * k = 2 ^ n * (2 * k) := fun k => by ring
    rw [Function.iterate_succ_apply'] at hq
    -- undo the last step first, then the other `n`
    obtain ⟨r, ⟨hr, hrq⟩, hru⟩ := existsUnique_refine (hu n (by omega)) hq
    obtain ⟨p, ⟨hp, hpr⟩, hpu⟩ := ih hu' hr
    refine ⟨p, ⟨hp, fun k => by rw [e k, hpr, hrq]⟩, ?_⟩
    rintro p' ⟨hp', hq'⟩
    have h1 : (fun k => p' (2 ^ n * k)) = r :=
      hru _ ⟨solves_iterate n hu' hp', fun k => by rw [← hq' k, e k]⟩
    exact hpu p' ⟨hp', fun k => congrFun h1 k⟩

/-- If `G` solves the chain equations for a unit surface source, the bulk inverses of the first `n`
steps exist and `z - sₙ` is invertible, then `G 0` differs from `(z - sₙ)⁻¹` by at most
`‖(z - sₙ)⁻¹‖ ‖aₙ‖ ‖G (2 ^ n)‖`. -/
theorem surface_green_error {A : Type*} [NormedRing A] {z : A} {h : Chain A} {G : ℕ → A}
    (n : ℕ) (hu : ∀ m < n, IsUnit (z - ((decimate z)^[m] h).e))
    (hs : IsUnit (z - ((decimate z)^[n] h).s)) (hG : Solves z h 1 G) :
    ‖G 0 - Ring.inverse (z - ((decimate z)^[n] h).s)‖ ≤
      ‖Ring.inverse (z - ((decimate z)^[n] h).s)‖ *
        (‖((decimate z)^[n] h).a‖ * ‖G (2 ^ n)‖) := by
  have h0 := (solves_iterate n hu hG).1
  simp only [mul_zero, mul_one, smul_eq_mul] at h0
  have hi := Ring.inverse_mul_cancel _ hs
  -- the exact remainder left by the deep layer `2 ^ n`
  have h1 : G 0 - Ring.inverse (z - ((decimate z)^[n] h).s) =
      Ring.inverse (z - ((decimate z)^[n] h).s) * (((decimate z)^[n] h).a * G (2 ^ n)) := by
    rw [sub_eq_iff_eq_add, ← one_mul (G 0), ← hi, mul_assoc, h0, mul_add, mul_one, add_comm]
  rw [h1]
  refine (norm_mul_le _ _).trans ?_
  gcongr
  exact norm_mul_le _ _

/-- For a real scalar chain with equal couplings `a = b` and `z - e > 2 |a|`, the bulk inverse
exists at every step of the iteration. -/
theorem isUnit_above_band {z : ℝ} {h : Chain ℝ} (hab : h.a = h.b)
    (hz : 2 * |h.a| < z - h.e) (m : ℕ) : IsUnit (z - ((decimate z)^[m] h).e) := by
  -- both hypotheses are preserved by a decimation step
  have step : ∀ x : Chain ℝ, x.a = x.b ∧ 2 * |x.a| < z - x.e →
      (decimate z x).a = (decimate z x).b ∧
        2 * |(decimate z x).a| < z - (decimate z x).e := by
    rintro x ⟨hx, hW⟩
    have hpos : 0 < z - x.e := by linarith [abs_nonneg x.a]
    have hg : bulkGreen z x * (z - x.e) = 1 := Ring.inverse_mul_cancel _ hpos.ne'.isUnit
    simp only [decimate, ← hx, true_and]
    generalize bulkGreen z x = g at hg ⊢
    have gpos : 0 < g := by
      by_contra hn
      nlinarith [mul_nonneg (neg_nonneg.2 (not_lt.1 hn)) hpos.le]
    have h3 : 0 ≤ x.a * g * x.a := by nlinarith [mul_nonneg gpos.le (mul_self_nonneg x.a)]
    have h4 : 4 * (x.a * x.a) < (z - x.e) * (z - x.e) := by
      have h5 : 0 < z - x.e + 2 * |x.a| := by linarith [abs_nonneg x.a]
      nlinarith [mul_pos (sub_pos.2 hW) h5, abs_mul_abs_self x.a]
    have h6 : g * ((z - x.e) * (z - x.e)) = z - x.e := by rw [← mul_assoc, hg, one_mul]
    have h7 := mul_pos gpos (sub_pos.2 h4)
    rw [mul_sub, h6] at h7
    rw [abs_of_nonneg h3]
    linarith
  have inv : ((decimate z)^[m] h).a = ((decimate z)^[m] h).b ∧
      2 * |((decimate z)^[m] h).a| < z - ((decimate z)^[m] h).e := by
    induction m with
    | zero => exact ⟨hab, hz⟩
    | succ m ih =>
      rw [Function.iterate_succ_apply']
      exact step _ ih
  have hpos : 0 < z - ((decimate z)^[m] h).e := by
    linarith [inv.2, abs_nonneg ((decimate z)^[m] h).a]
  exact hpos.ne'.isUnit

/-- The chain with zero on-site blocks and unit couplings has at `z = 5/2` the solution
`(1/2) ^ (k + 1)` for a unit surface source, and all its bulk inverses exist. -/
theorem solves_iterate_witness :
    Solves (5 / 2 : ℝ) (⟨0, 0, 1, 1⟩ : Chain ℝ) (1 : ℝ) (fun k => (1 / 2 : ℝ) ^ (k + 1)) ∧
      ∀ m, IsUnit ((5 / 2 : ℝ) - ((decimate (5 / 2 : ℝ))^[m] ⟨0, 0, 1, 1⟩).e) := by
  refine ⟨⟨by norm_num, fun k => ?_⟩, isUnit_above_band rfl (by norm_num)⟩
  simp only [smul_eq_mul]
  ring

end SurfaceDecimation
```

```lean
#print axioms SurfaceDecimation.solves_decimate_iff
#print axioms SurfaceDecimation.existsUnique_extension
#print axioms SurfaceDecimation.surface_green_error
```

```
'SurfaceDecimation.solves_decimate_iff' depends on axioms: [propext, Classical.choice, Quot.sound]
'SurfaceDecimation.existsUnique_extension' depends on axioms: [propext, Classical.choice, Quot.sound]
'SurfaceDecimation.surface_green_error' depends on axioms: [propext, Classical.choice, Quot.sound]
```

Layer \(k=0\) is the surface, and \(p_k\) is the amplitude on layer \(k\). At energy \(z\), with a source \(c\) on the surface, `Solves z h c p` says

\[
(z-s)p_0=c+a\,p_1,\qquad (z-e)p_{k+1}=b\,p_k+a\,p_{k+2}\quad(k\ge 0).
\]

A `Chain` holds the surface block \(s\), the bulk block \(e\), and the couplings \(a\) to the deeper layer and \(b\) to the layer above. The blocks and \(z\) lie in any ring `R`, and the amplitudes in a left module `M`. For a tight-binding crystal with orthonormal orbitals, at a fixed wavevector parallel to the surface, `R` consists of square matrices over the orbitals in one layer's unit cell, \(z\) is the energy times the identity, and `M` consists of column vectors. Taking \(c=0\) gives the source-free equations; taking `M` to be the ring itself and \(c=1\) gives equations for the surface column of the Green's function.

The model is non-interacting, couples only neighbouring layers and has identical layers below the surface. The surface layer may have its own block \(s\), but it couples to the next layer through the same \(a\) and \(b\) as in the bulk. Within it, this recursion, run at energies with a small positive imaginary part, applies to surface densities of states and to the leads of transport calculations.

`solves_iterate` states that \(p_{2^n k}\) solves the chain obtained by applying `decimate z` \(n\) times, with the same source. Its hypothesis `hu` requires \(z-e_m\) to be invertible for every \(m<n\), where the subscript counts decimations. For matrices this says that the energy is not an eigenvalue of the renormalised bulk block about to be eliminated. `Ring.inverse` returns zero on non-invertible elements, so `hu` is what makes `bulkGreen` a true inverse.

For one step, put \(g=(z-e)^{-1}\). The equations on the odd layers give

\[
p_{2k+1}=g\,(b\,p_{2k}+a\,p_{2k+2}).
\]

Inserting \(p_1\) into the surface equation and moving the \(p_0\) term to the left gives

\[
(z-s-agb)p_0=c+aga\,p_2.
\]

On layer \(2k+2\), both neighbours are odd:

\[
(z-e)p_{2k+2}=bg(b\,p_{2k}+a\,p_{2k+2})+ag(b\,p_{2k+2}+a\,p_{2k+4}).
\]

Collecting the \(p_{2k+2}\) terms,

\[
(z-e-agb-bga)p_{2k+2}=bgb\,p_{2k}+aga\,p_{2k+4}.
\]

These are the blocks in `decimate`. Each manipulation can be reversed, so `solves_decimate_iff` is an equivalence, and `solves_iterate` follows by induction with \(2^{n+1}k=2^n(2k)\).

The algebra turns on `linear_combination (norm := abel)`. The default normaliser, `ring1`, works in commutative rings, whereas these equations live in the module `M` and their coefficients need not commute. Here `simp only` first expands everything into sums of terms such as \((aga)\,p_2\), keeping the order of the factors. What remains is an identity in the additive group `M`: the goal and the substituted equation differ only by rearranging terms, which `abel` checks.

Reading the equivalence backwards, `existsUnique_refine` interleaves given even layers with the odd layers they determine, and `existsUnique_extension` repeats this \(n\) times. The uniqueness is relative to the given coarse layers. `Solves` imposes no decay at depth, so a Green's function also needs a boundary condition there.

For a unit source, the renormalised surface equation is \((z-s_n)G_0=1+a_nG_{2^n}\). If \(z-s_n\) is invertible,

\[
G_0-(z-s_n)^{-1}=(z-s_n)^{-1}a_nG_{2^n}.
\]

In a normed ring, submultiplicativity turns this into the bound of `surface_green_error`. If this bound tends to zero as \(n\) grows, \((z-s_n)^{-1}\) converges to \(G_0\); the theorem does not assert that it does.

`isUnit_above_band` derives the invertibility for real scalar chains with \(a=b\) and \(w=z-e>2|a|\), that is, energies above the bulk band. One step gives \(a'=a^2/w\) and \(w'=w-2a^2/w\), so

\[
w'-2|a'|=\frac{w^2-4a^2}{w}>0.
\]

The inequality therefore survives every step, and \(w\) stays positive and invertible.

`solves_iterate_witness` gives an example: \(s=e=0\), \(a=b=1\), \(z=5/2\) and \(p_k=2^{-(k+1)}\). The surface equation reads \(5/4=1+1/4\), and the bulk equations reduce to \(5=4+1\) after multiplication by \(2^{k+3}\).
